# A positive scissors shift s with unchanged dipoles adds 2s Tr(PXQX) ≥ 0 to the oscillator-strength sum

Let H be a one-electron Hamiltonian, P the orthogonal projector onto its occupied states, Q = 1 − P the projector onto the empty ones, and X the dipole operator along one direction, without the charge. When H gives too small a gap, a scissors correction replaces it by H + sQ, which raises the empty levels by an energy s. The question is what happens to the total absorption strength if X is left as it was. That strength is measured by

S = Tr(P[X,[H,X]]), with [A,B] = AB − BA.

S carries units of energy times length squared; multiplied by m/ħ² it becomes the usual dimensionless sum of oscillator strengths.

## Operators as finite matrices

```lean
import Mathlib

open Matrix
open scoped ComplexOrder

namespace ScissorsOscillatorSum

noncomputable section

variable {n : Type*} [Fintype n] [DecidableEq n]
```

The type `n` labels a finite set of basis states, and every operator is a complex matrix of type `Matrix n n ℂ`.

```lean
/-- The commutator `[A, B]`. -/
def comm (A B : Matrix n n ℂ) : Matrix n n ℂ := A * B - B * A
```

This is the commutator. In Lean, `*` between matrices is the matrix product.

```lean
/-- The oscillator-strength sum `Tr(P [X, [H, X]])` of the dipole `X` for the Hamiltonian `H`
and the occupied projector `P`. -/
def oscSum (P H X : Matrix n n ℂ) : ℂ := trace (P * comm X (comm H X))
```

`oscSum P H X` is S. Its type is ℂ, because a trace of complex matrices is a complex number.

For a local potential in a complete basis, [X,[H,X]] = ħ²/m, and S takes the Thomas–Reiche–Kuhn value ħ²N/m for N electrons. Matrices of finite size at least 1 cannot satisfy that commutator identity, because a commutator of matrices has trace zero while the identity matrix does not. No theorem below therefore assigns S the value ħ²N/m. The step from finite matrices to unbounded operators on the full one-particle space is left to the physicist.

```lean
/-- The scissors-corrected Hamiltonian `H + s (1 - P)`. -/
def scissors (H P : Matrix n n ℂ) (s : ℝ) : Matrix n n ℂ := H + (s : ℂ) • (1 - P)
```

`scissors H P s` is H + sQ. The shift s is real, `(s : ℂ)` regards it as a complex number, and `•` multiplies a matrix by a number.

```lean
/-- The interband dipole weight `Tr(P X Q X)` with `Q = 1 - P`. -/
def interband (P X : Matrix n n ℂ) : ℂ := trace (P * X * (1 - P) * X)
```

`interband P X` is Tr(PXQX), the dipole weight between occupied and empty states.

## The exact change of the sum

```lean
/-- For idempotent `P`, the scissors operator changes the oscillator-strength sum by `2 s` times
the interband dipole weight. -/
theorem oscSum_scissors {P : Matrix n n ℂ} (hPP : P * P = P) (H X : Matrix n n ℂ) (s : ℝ) :
    oscSum P (scissors H P s) X = oscSum P H X + 2 * s * interband P X := by
  -- the double commutator is linear in the Hamiltonian
  have expand : ∀ R : Matrix n n ℂ, P * comm X (comm (H + R) X) =
      P * comm X (comm H X) +
        (P * X * R * X + P * X * R * X - P * (X * X) * R - P * R * (X * X)) := by
    intro R
    unfold comm
    noncomm_ring
  have hPQ : P * ((s : ℂ) • (1 - P)) = 0 := by
    rw [mul_smul_comm, mul_sub, mul_one, hPP, sub_self, smul_zero]
  have hQP : ((s : ℂ) • (1 - P)) * P = 0 := by
    rw [smul_mul_assoc, sub_mul, one_mul, hPP, sub_self, smul_zero]
  -- cyclicity removes the term in which `Q` stands last
  have hcyc : trace (P * (X * X) * ((s : ℂ) • (1 - P))) = 0 := by
    rw [Matrix.trace_mul_comm, ← mul_assoc, hQP, zero_mul, Matrix.trace_zero]
  have hmid : P * X * ((s : ℂ) • (1 - P)) * X = (s : ℂ) • (P * X * (1 - P) * X) := by
    rw [mul_smul_comm, smul_mul_assoc]
  unfold oscSum scissors interband
  rw [expand, Matrix.trace_add, Matrix.trace_sub, Matrix.trace_sub, Matrix.trace_add, hcyc, hPQ,
    zero_mul, Matrix.trace_zero, hmid, Matrix.trace_smul, smul_eq_mul]
  ring
```

The name `hPP` stands for the assumption P² = P. The statement after the last colon reads

S(H + sQ) = S(H) + 2s Tr(PXQX).

It holds for any real s, and neither H nor X need be Hermitian. By hand, put R = sQ. The double commutator is linear in the Hamiltonian, so the change comes from

[X,[R,X]] = 2XRX − X²R − RX².

Multiply by P and take the trace:

2 Tr(PXRX) − Tr(PX²R) − Tr(PRX²).

The last term vanishes because PQ = P − P² = 0. The middle one equals Tr(RPX²) by cyclicity and vanishes because QP = 0. What remains is 2s Tr(PXQX).

In the proof, `expand` is the commutator expansion, `hPQ` and `hQP` are the two vanishing products, `hcyc` is the cyclic step, and `hmid` takes s out of the surviving term.

```lean
/-- For an orthogonal projector `P` and Hermitian `X`, the interband weight is the sum of the
squared moduli of the entries of `P X Q`. -/
theorem interband_eq_sum {P X : Matrix n n ℂ} (hP : P.IsHermitian) (hPP : P * P = P)
    (hX : X.IsHermitian) :
    interband P X = ((∑ i, ∑ j, ‖(P * X * (1 - P)) i j‖ ^ 2 : ℝ) : ℂ) := by
  have frob : ∀ A : Matrix n n ℂ, trace (A * Aᴴ) = ((∑ i, ∑ j, ‖A i j‖ ^ 2 : ℝ) : ℂ) := by
    intro A
    rw [Complex.ofReal_sum]
    refine Finset.sum_congr rfl fun i _ => ?_
    rw [Matrix.diag_apply, Matrix.mul_apply, Complex.ofReal_sum]
    refine Finset.sum_congr rfl fun j _ => ?_
    rw [← Complex.normSq_eq_norm_sq]
    exact Complex.mul_conj _
  have hQ : (1 - P) * (1 - P) = 1 - P := by
    rw [mul_sub, mul_one, sub_mul, one_mul, hPP, sub_self, sub_zero]
  have hadj : (P * X * (1 - P))ᴴ = (1 - P) * (X * P) := by
    rw [Matrix.conjTranspose_mul, Matrix.conjTranspose_mul, Matrix.conjTranspose_sub,
      Matrix.conjTranspose_one, hP.eq, hX.eq]
  have hprod : P * X * (1 - P) * ((1 - P) * (X * P)) = P * X * (1 - P) * X * P := by
    calc _ = P * X * ((1 - P) * (1 - P)) * X * P := by simp only [mul_assoc]
      _ = _ := by rw [hQ]
  have hleft : P * (P * X * (1 - P) * X) = P * X * (1 - P) * X := by
    calc _ = (P * P) * X * (1 - P) * X := by simp only [mul_assoc]
      _ = _ := by rw [hPP]
  rw [← frob, hadj, hprod, Matrix.trace_mul_comm, hleft, interband]
```

Now P and X are Hermitian. Let A = PXQ, so that A† = QXP. Using Q² = Q, cyclicity and P² = P,

Tr(AA†) = Tr(PXQXP) = Tr(PXQX).

For any matrix, Tr(AA†) = Σ_ij |A_ij|². The interband weight is therefore a real, nonnegative number. Lean writes † as `ᴴ`. The step `frob` is the sum formula, `hadj` computes A†, and `hprod` and `hleft` remove the repeated projectors.

```lean
/-- For an orthogonal projector `P` and Hermitian `X`, the interband weight vanishes exactly when
`P X Q = 0`. -/
theorem interband_eq_zero_iff {P X : Matrix n n ℂ} (hP : P.IsHermitian) (hPP : P * P = P)
    (hX : X.IsHermitian) : interband P X = 0 ↔ P * X * (1 - P) = 0 := by
  constructor
  · intro h
    rw [interband_eq_sum hP hPP hX] at h
    have h0 := Complex.ofReal_eq_zero.1 h
    ext i j
    have h1 := (Finset.sum_eq_zero_iff_of_nonneg
      (fun i _ => Finset.sum_nonneg fun j _ => sq_nonneg _)).1 h0 i (Finset.mem_univ i)
    have h2 := (Finset.sum_eq_zero_iff_of_nonneg
      (fun j _ => sq_nonneg _)).1 h1 j (Finset.mem_univ j)
    exact norm_eq_zero.1 ((pow_eq_zero_iff two_ne_zero).1 h2)
  · intro h
    rw [interband, h, zero_mul, Matrix.trace_zero]
```

A sum of squared moduli is zero exactly when every entry is zero, so Tr(PXQX) = 0 if and only if PXQ = 0. The proof treats the two directions separately; the first applies the argument to the row sums and then to the entries within each row.

```lean
/-- For an orthogonal projector `P`, a Hermitian dipole `X` and `s > 0`, the scissors operator
raises the oscillator-strength sum by `2 s Tr(P X Q X)`. The sum never decreases, and it is
unchanged exactly when `P X Q = 0`. -/
theorem scissors_inflates_oscSum {P X : Matrix n n ℂ} (hP : P.IsHermitian) (hPP : P * P = P)
    (hX : X.IsHermitian) (H : Matrix n n ℂ) {s : ℝ} (hs : 0 < s) :
    oscSum P (scissors H P s) X = oscSum P H X + 2 * s * trace (P * X * (1 - P) * X) ∧
    oscSum P H X ≤ oscSum P (scissors H P s) X ∧
    (oscSum P (scissors H P s) X = oscSum P H X ↔ P * X * (1 - P) = 0) := by
  refine ⟨oscSum_scissors hPP H X s, ?_, ?_⟩
  · rw [oscSum_scissors hPP, interband_eq_sum hP hPP hX]
    refine le_add_of_nonneg_right ?_
    rw [← Complex.ofReal_ofNat, ← Complex.ofReal_mul, ← Complex.ofReal_mul]
    exact Complex.zero_le_real.2 (by positivity)
  · have h2s : (2 * s : ℂ) ≠ 0 :=
      mul_ne_zero two_ne_zero (Complex.ofReal_ne_zero.2 hs.ne')
    rw [oscSum_scissors hPP, ← interband_eq_zero_iff hP hPP hX]
    constructor
    · intro h
      have h0 : 2 * (s : ℂ) * interband P X = 0 := by linear_combination h
      exact (mul_eq_zero.1 h0).resolve_left h2s
    · intro h
      rw [h, mul_zero, add_zero]
```

This is the main theorem. The symbol `∧` joins its three conclusions: the exact shift, the inequality S(H) ≤ S(H + sQ), and the condition for equality. For complex numbers, `≤` means that the real parts are ordered and the imaginary parts agree.

The argument combines the previous results. The change is 2s times a nonnegative number, and since 2s ≠ 0 it vanishes only with the interband weight. H is arbitrary and need not commute with P; if it does commute, sQ shifts the empty levels and leaves the occupied ones in place.

```lean
/-- A two-level system with the first level occupied and a dipole that couples the two levels
meets the hypotheses on `P` and `X`, with `P X Q ≠ 0`. -/
theorem two_level_witness :
    (!![1, 0; 0, 0] : Matrix (Fin 2) (Fin 2) ℂ).IsHermitian ∧
    (!![1, 0; 0, 0] : Matrix (Fin 2) (Fin 2) ℂ) * !![1, 0; 0, 0] = !![1, 0; 0, 0] ∧
    (!![0, 1; 1, 0] : Matrix (Fin 2) (Fin 2) ℂ).IsHermitian ∧
    (!![1, 0; 0, 0] : Matrix (Fin 2) (Fin 2) ℂ) * !![0, 1; 1, 0] * (1 - !![1, 0; 0, 0]) ≠ 0 := by
  refine ⟨Matrix.IsHermitian.ext ?_, ?_, Matrix.IsHermitian.ext ?_, ?_⟩
  · intro i j
    fin_cases i <;> fin_cases j <;> simp
  · ext i j
    fin_cases i <;> fin_cases j <;> simp [Matrix.mul_apply, Fin.sum_univ_succ]
  · intro i j
    fin_cases i <;> fin_cases j <;> simp
  · intro h
    have h01 := congrFun (congrFun h 0) 1
    rw [Matrix.mul_apply, Fin.sum_univ_two, Matrix.sub_apply, Matrix.sub_apply,
      Matrix.one_apply_eq] at h01
    simp at h01
```

Two levels with the first one occupied, coupled by a dipole element 1, meet the assumptions with PXQ ≠ 0. Here Tr(PXQX) = 1, and the sum rises by 2s. The proof checks the matrix entries.

## Transition energies and dipole elements

```lean
/-- The Hamiltonian with level energies `ε`, written in its eigenbasis. -/
def levels (ε : n → ℝ) : Matrix n n ℂ := Matrix.diagonal fun i => (ε i : ℂ)
```

In its eigenbasis H is diagonal, with real level energies ε_i.

```lean
/-- The projector onto the levels in the set `occ`. -/
def occProj (occ : Finset n) : Matrix n n ℂ := Matrix.diagonal fun i => if i ∈ occ then 1 else 0
```

`occ` is the set of occupied levels, each holding one electron, so spin is part of the label.

```lean
/-- In the eigenbasis of the Hamiltonian, the oscillator-strength sum of a Hermitian dipole is
twice the sum of transition energy times squared dipole over occupied-to-empty transitions. -/
theorem oscSum_levels (occ : Finset n) (ε : n → ℝ) {X : Matrix n n ℂ} (hX : X.IsHermitian) :
    oscSum (occProj occ) (levels ε) X =
      ((2 * ∑ i ∈ occ, ∑ a ∈ occᶜ, (ε a - ε i) * ‖X i a‖ ^ 2 : ℝ) : ℂ) := by
  have hcomm : ∀ i a, comm (levels ε) X i a = ((ε i : ℂ) - ε a) * X i a := by
    intro i a
    rw [comm, levels, Matrix.sub_apply, Matrix.diagonal_mul, Matrix.mul_diagonal]
    ring
  have hsq : ∀ i a, X i a * X a i = (‖X i a‖ : ℂ) ^ 2 := by
    intro i a
    rw [← hX.apply a i, ← Complex.ofReal_pow, ← Complex.normSq_eq_norm_sq]
    exact Complex.mul_conj _
  have hdiag : ∀ i, comm X (comm (levels ε) X) i i =
      ((2 * ∑ a, (ε a - ε i) * ‖X i a‖ ^ 2 : ℝ) : ℂ) := by
    intro i
    rw [comm, Matrix.sub_apply, Matrix.mul_apply, Matrix.mul_apply, ← Finset.sum_sub_distrib,
      Complex.ofReal_mul, Complex.ofReal_sum, Finset.mul_sum]
    refine Finset.sum_congr rfl fun a _ => ?_
    rw [hcomm, hcomm]
    push_cast
    linear_combination 2 * ((ε a : ℂ) - ε i) * hsq i a
  have htr : ∀ M : Matrix n n ℂ, trace (occProj occ * M) = ∑ i ∈ occ, M i i := by
    intro M
    simp [occProj, Matrix.trace, Matrix.diagonal_mul]
  -- transitions between two occupied levels cancel in pairs
  have hocc : ∑ i ∈ occ, ∑ a ∈ occ, (ε a - ε i) * ‖X i a‖ ^ 2 = 0 := by
    have h : ∑ i ∈ occ, ∑ a ∈ occ, (ε a - ε i) * ‖X i a‖ ^ 2 =
        -∑ i ∈ occ, ∑ a ∈ occ, (ε a - ε i) * ‖X i a‖ ^ 2 := by
      conv_lhs => rw [Finset.sum_comm]
      simp only [← Finset.sum_neg_distrib]
      refine Finset.sum_congr rfl fun i _ => Finset.sum_congr rfl fun a _ => ?_
      rw [← hX.apply a i, norm_star]
      ring
    linarith
  rw [oscSum, htr, Finset.sum_congr rfl fun i _ => hdiag i, ← Complex.ofReal_sum,
    ← Finset.mul_sum]
  congr 2
  rw [← zero_add (∑ i ∈ occ, ∑ a ∈ occᶜ, _), ← hocc, ← Finset.sum_add_distrib]
  exact Finset.sum_congr rfl fun i _ => (Finset.sum_add_sum_compl occ _).symm
```

The theorem states

S = 2 Σ_i Σ_a (ε_a − ε_i)|X_ia|²,

with i occupied and a empty (`occᶜ` is the complement of `occ`). This justifies the name of S, since each term is an oscillator strength up to the factor m/ħ².

By hand, [H,X]_ia = (ε_i − ε_a)X_ia. Since X_ai is the complex conjugate of X_ia,

[X,[H,X]]_ii = 2 Σ_a (ε_a − ε_i)|X_ia|²,

where a runs over all levels. The trace with P sums this over occupied i. Terms with a also occupied change sign when i and a are exchanged, so they cancel.

The steps `hcomm` and `hdiag` are the two displayed formulas, `htr` is the trace with P, and `hocc` shows that the occupied–occupied part equals its own negative.

## Dipoles that restore the sum

```lean
/-- The dipole with each matrix element between an occupied and an empty level scaled by
`√(ω / (ω + s))`, where `ω` is the modulus of the level difference; meant for `s > 0`. -/
def rescaled (occ : Finset n) (ε : n → ℝ) (s : ℝ) (X : Matrix n n ℂ) : Matrix n n ℂ :=
  Matrix.of fun i a => if (i ∈ occ ↔ a ∈ occ) then X i a
    else ((√(|ε a - ε i| / (|ε a - ε i| + s)) : ℝ) : ℂ) * X i a
```

Here ω = |ε_a − ε_i| is an energy, not a frequency. Elements between an occupied and an empty level are multiplied by √(ω/(ω + s)); all others stay as they are.

```lean
/-- Let the dipole `X` be Hermitian. If no empty level lies below an occupied one and `s > 0`, the
scissors Hamiltonian with the rescaled dipole has the same oscillator-strength sum as the original
Hamiltonian and dipole. -/
theorem rescaled_restores_oscSum (occ : Finset n) (ε : n → ℝ) {X : Matrix n n ℂ}
    (hX : X.IsHermitian) {s : ℝ} (hs : 0 < s) (hgap : ∀ i ∈ occ, ∀ a ∉ occ, ε i ≤ ε a) :
    oscSum (occProj occ) (scissors (levels ε) (occProj occ) s) (rescaled occ ε s X) =
      oscSum (occProj occ) (levels ε) X := by
  -- the scissors operator shifts the empty levels by `s`
  have hshift : scissors (levels ε) (occProj occ) s =
      levels (fun i => if i ∈ occ then ε i else ε i + s) := by
    ext i j
    by_cases hij : i = j
    · subst hij
      by_cases hi : i ∈ occ <;> simp [scissors, levels, occProj, hi]
    · simp [scissors, levels, occProj, hij]
  have hherm : (rescaled occ ε s X).IsHermitian := by
    refine Matrix.IsHermitian.ext fun i j => ?_
    simp only [rescaled, Matrix.of_apply]
    rw [abs_sub_comm (ε i) (ε j)]
    by_cases h : (i ∈ occ ↔ j ∈ occ)
    · rw [if_pos h, if_pos h.symm]
      exact hX.apply i j
    · rw [if_neg h, if_neg (fun k => h k.symm), star_mul', hX.apply i j]
      congr 1
      exact Complex.conj_ofReal _
  rw [hshift, oscSum_levels _ _ hherm, oscSum_levels _ _ hX]
  congr 2
  refine Finset.sum_congr rfl fun i hi => Finset.sum_congr rfl fun a ha => ?_
  have ha' : a ∉ occ := Finset.mem_compl.1 ha
  have h0 : 0 ≤ ε a - ε i := sub_nonneg.2 (hgap i hi a ha')
  have hne : ¬(i ∈ occ ↔ a ∈ occ) := fun k => ha' (k.1 hi)
  have hn : ‖rescaled occ ε s X i a‖ ^ 2 =
      (ε a - ε i) / (ε a - ε i + s) * ‖X i a‖ ^ 2 := by
    simp only [rescaled, Matrix.of_apply, if_neg hne]
    rw [norm_mul, mul_pow, Complex.norm_real, Real.norm_eq_abs, sq_abs,
      Real.sq_sqrt (by positivity), abs_of_nonneg h0]
  have hpos : ε a - ε i + s ≠ 0 := by linarith
  have he : ε a + s - ε i = ε a - ε i + s := by ring
  rw [hn]
  simp only [if_neg ha', if_pos hi]
  rw [he, ← mul_assoc, mul_div_cancel₀ _ hpos]

end

end ScissorsOscillatorSum
```

The assumption `hgap` says that no empty level lies below an occupied one, as in a ground-state filling. Then the scissors Hamiltonian with the rescaled dipole has the original sum. For each occupied i and empty a, the new transition energy is ω + s, and

(ω + s) · (ω/(ω + s)) |X_ia|² = ω|X_ia|².

In the proof, `hshift` shows that the scissors operator moves only the empty levels, and `hherm` that the rescaled dipole is Hermitian. The level formula then applies to both sides, `hn` gives the rescaled squared element, and the factor ω + s cancels.

## In an absorption spectrum, and for level-dependent shifts

In time-dependent density functional theory, scissors-corrected Kohn–Sham levels can serve as input to the response calculation; the result concerns the non-interacting response built from them, in a finite basis. Suppose a Kohn–Sham transition lies at 2 eV and the scissors shift is 1 eV. If X_ia is kept, the peak moves to 3 eV and its oscillator strength grows by the factor 3/2. Multiplying X_ia by √(2/3) returns the strength to its original value while the peak stays at 3 eV.

The derivation of the exact change used only PR = RP = 0. By the same algebra, a correction that raises each empty level a by its own amount s_a changes the sum by

2 Σ_i Σ_a s_a |X_ia|²,

with i occupied and a empty. This variant is argued here in prose, while the Lean theorems treat a uniform shift.

```lean
#print axioms ScissorsOscillatorSum.scissors_inflates_oscSum
-- 'ScissorsOscillatorSum.scissors_inflates_oscSum' depends on axioms: [propext, Classical.choice, Quot.sound]
#print axioms ScissorsOscillatorSum.rescaled_restores_oscSum
-- 'ScissorsOscillatorSum.rescaled_restores_oscSum' depends on axioms: [propext, Classical.choice, Quot.sound]
```
